# The Abraham-Lorentz oscillator absorbs at every positive frequency yet has a pole in the upper half-plane

**Q:** Take natural frequency 2 and radiation-reaction time 1 in some unit. With time dependence exp(−izt), the response at complex frequency z, meaning displacement divided by driving force per unit mass, is then

1/(4 − z² − iz³).

At a real frequency w > 0 its imaginary part is w³/((4 − w²)² + w⁶), which is positive. In steady oscillation the driving force then does positive work at each such frequency, and in this sense the oscillator absorbs everywhere. What is supposed to be wrong with it?

**A:** Put z = 2i. Then z² = −4 and −iz³ = −8, so the denominator is

4 + 4 − 8 = 0.

The response has a pole at 2i, in the upper half-plane. In the time domain the same numbers say that exp(2t) solves x'' + 4x = x''' with no force applied. Absorption is tested on the real axis only, and its positive sign there does not rule out this zero.

**Q:** Where does the general denominator come from, and does the pole survive for other parameters?

**A:** The driven equation is x'' + w0² x − τ x''' = f, with f the force per unit mass. Here w0 > 0 is the frequency of the harmonic binding. The time τ > 0 sets the strength of the recoil of a charge from its own radiation, and it is proportional to the charge squared over the mass. With time dependence exp(−izt), two derivatives give −z² and three give iz³, so the response is χ(z) = 1/D(z) with

D(z) = w0² − z² − iτz³.

At real w > 0 the imaginary part of D is −τw³. Hence D(w) ≠ 0 and

Im χ(w) = τw³/|D(w)|² > 0.

On the imaginary axis, z = iy with y real, D is real:

D(iy) = w0² + y² − τy³.

So we need a root of the cubic q(y) = τy³ − y² − w0². At y = 1/τ the first two terms cancel and q = −w0² < 0. At y = 1/τ + τw0², write s = τ²w0², so that y = (1 + s)/τ and

q(y) = y²(τy − 1) − w0² = w0²((1 + s)² − 1) = w0²(2s + s²) > 0.

A continuous function that changes sign has a zero in between, so there is a y with 1/τ < y < 1/τ + τw0² and D(iy) = 0.

**Q:** Could there be further poles in the upper half-plane?

**A:** No. Set c = τy − 1, which is positive, and note that y²c = w0². Dividing out the known zero gives

D(z) = (iz + y)(−τz² − icz + yc).

The first factor vanishes only at z = iy. For the second, write z = u + iv with v > 0. Its imaginary part is −u(2τv + c), so a zero would need u = 0. Its real part is then τv² + cv + yc, a sum of positive terms. The second factor therefore has no zero in the upper half-plane. Since D is continuous and tends to zero at iy without vanishing nearby, |χ| diverges there.

**Q:** I still object to the word "causality". If I start the oscillator at rest and integrate forward, the effect follows the cause.

**A:** It does, but after a unit impulse that solution grows like exp(yt), and χ on the real axis is not its Fourier transform. What fails is the existence of an integrable kernel G, zero for t < 0, whose transform is χ at real frequencies. Such a transform F would be analytic in the upper half-plane and continuous down to the real axis. There DF − 1 would vanish, hence it would vanish throughout the upper half-plane, and at z = iy it would read −1 = 0. This argument about kernels is ordinary complex analysis that I add as interpretation; the code stops at the pole.

**Q:** Then show me what the code takes as the model.

**A:** The parameters are real numbers, while the frequency is complex.

```lean
import Mathlib

open Complex Filter Topology

namespace AbrahamLorentz

/-- The Abraham-Lorentz denominator `w0² - z² - i τ z³` at complex frequency `z`. -/
noncomputable def denom (w0 τ : ℝ) (z : ℂ) : ℂ :=
  (w0 : ℂ) ^ 2 - z ^ 2 - I * τ * z ^ 3

/-- The Abraham-Lorentz response `1 / (w0² - z² - i τ z³)`, meaningful where the
denominator is nonzero. -/
noncomputable def response (w0 τ : ℝ) (z : ℂ) : ℂ := 1 / denom w0 τ z
```

`denom` is D and `response` is χ. The sign of the cubic term fixes the convention exp(−izt), in which absorption means Im χ > 0 at positive frequency and a pole in the upper half-plane means growth in time. The unforced motion has its own definition, written in the time domain without reference to D:

```lean
/-- Free motion of the radiating oscillator: `x` is three times continuously differentiable
and satisfies `x'' + w0² x = τ x'''`. -/
def FreeMotion (w0 τ : ℝ) (x : ℝ → ℝ) : Prop :=
  ContDiff ℝ 3 x ∧
    ∀ t, deriv (deriv x) t + w0 ^ 2 * x t = τ * deriv (deriv (deriv x)) t
```

**Q:** And which statement carries the claim?

**A:** `absorption_without_causality`. It assumes `0 < w0` and `0 < τ` and concludes two things. First, `(response w0 τ w).im` is positive for every real `w > 0`. Second, there is a real `y` between the two bounds such that, for every `z` with `0 < z.im`, the denominator vanishes exactly when `z = I * y`, and the magnitude of the response diverges at that point.

**Q:** Lean gives 1/0 the value 0. Doesn't that spoil a statement about a pole?

**A:** That is why the pole is stated as a limit. The filter `𝓝[≠] (I * (y : ℂ))` means approaching iy without reaching it, and `atTop` means that the norm exceeds every bound. The value assigned at iy itself plays no role.

**Q:** What does the model leave out?

**A:** It is one classical, linear, non-relativistic oscillator with a point charge's radiation reaction. The third-derivative force is assumed and not derived from electrodynamics. There is no other damping, so in steady oscillation the energy absorbed from the drive is radiated away again, which in optics counts as scattering. The opening numbers, with τw0 = 2, were chosen for easy arithmetic. For a valence electron τw0 is far below 1, and the two bounds then put the pole close to i/τ, far above the natural frequency. For simulation practice the bearing is this: as this one-oscillator model shows, a fitted response that absorbs at all positive frequencies may still have an upper half-plane pole, so absorption alone does not justify applying the Kramers-Kronig relations to it.

**Q:** Let us go through the proofs. Absorption first.

**A:** The lemma splits D(w) into real and imaginary parts, which gives `him`, the value −τw³. If D(w) were zero, `him` would contradict `hp`, the positivity of τw³. The rule `inv_im` then gives Im(1/D) = −Im D/|D|², a quotient of positive numbers. No condition on `w0` is used.

```lean
/-- For `τ > 0` the response has positive imaginary part at every real frequency `w > 0`. -/
theorem absorption_pos {w0 τ w : ℝ} (hτ : 0 < τ) (hw : 0 < w) :
    0 < (response w0 τ w).im := by
  have hp : 0 < τ * w ^ 3 := by positivity
  have him : (denom w0 τ w).im = -(τ * w ^ 3) := by
    have h : denom w0 τ w
        = ((w0 ^ 2 - w ^ 2 : ℝ) : ℂ) + ((-(τ * w ^ 3) : ℝ) : ℂ) * I := by
      unfold denom
      push_cast
      ring
    rw [h]
    simp only [add_im, mul_im, ofReal_im, ofReal_re, I_im, I_re]
    ring
  -- the damping term keeps the denominator away from zero
  have hne : denom w0 τ w ≠ 0 := by
    intro h
    rw [h, zero_im] at him
    linarith
  unfold response
  rw [one_div, inv_im, him, neg_neg]
  exact div_pos hp (normSq_pos.mpr hne)
```

**Q:** Next comes the imaginary axis.

**A:** This is the substitution z = iy, with i² = −1 supplied by `I_sq`. The right-hand side is a real number regarded as a complex one, so the search for a zero becomes a real problem.

```lean
/-- At an imaginary frequency `i y` the denominator is the real number
`w0² + y² - τ y³`. -/
theorem denom_imag_axis (w0 τ y : ℝ) :
    denom w0 τ (I * y) = ((w0 ^ 2 + y ^ 2 - τ * y ^ 3 : ℝ) : ℂ) := by
  unfold denom
  push_cast
  linear_combination (-(y : ℂ) ^ 2 - τ * y ^ 3 * (I ^ 2 - 1)) * I_sq
```

**Q:** How does the sign change appear?

**A:** As `hlo` and `hhi`. The proof replaces 1/τ by a letter `a` and keeps only the relation τa = 1, so both end values become polynomial identities. They are the −w0² and w0²(2s + s²) found above, and `intermediate_value_Ioo` supplies the root strictly inside the interval. At w0 = 0 the two bounds coincide and leave no room for `y`, so w0 ≠ 0 is needed here; taking it positive is the usual convention for a frequency.

```lean
/-- For `w0, τ > 0` the cubic `τ y³ = y² + w0²` has a solution between `1/τ` and
`1/τ + τ w0²`. -/
theorem exists_runaway_rate {w0 τ : ℝ} (hw : 0 < w0) (hτ : 0 < τ) :
    ∃ y : ℝ, 1 / τ < y ∧ y < 1 / τ + τ * w0 ^ 2 ∧ τ * y ^ 3 = y ^ 2 + w0 ^ 2 := by
  have ha : τ * (1 / τ) = 1 := mul_one_div_cancel hτ.ne'
  generalize 1 / τ = a at ha ⊢
  have hab : a ≤ a + τ * w0 ^ 2 := by
    have : 0 < τ * w0 ^ 2 := by positivity
    linarith
  have hc : ContinuousOn (fun y : ℝ => τ * y ^ 3 - y ^ 2 - w0 ^ 2)
      (Set.Icc a (a + τ * w0 ^ 2)) := by fun_prop
  -- the cubic is negative at the lower end and positive at the upper end
  have hlo : τ * a ^ 3 - a ^ 2 - w0 ^ 2 < 0 := by
    have h : τ * a ^ 3 - a ^ 2 - w0 ^ 2 = -w0 ^ 2 := by
      linear_combination a ^ 2 * ha
    have h2 : 0 < w0 ^ 2 := by positivity
    linarith
  have hhi : 0 < τ * (a + τ * w0 ^ 2) ^ 3 - (a + τ * w0 ^ 2) ^ 2 - w0 ^ 2 := by
    have h : τ * (a + τ * w0 ^ 2) ^ 3 - (a + τ * w0 ^ 2) ^ 2 - w0 ^ 2
        = w0 ^ 2 * (2 * (τ ^ 2 * w0 ^ 2) + (τ ^ 2 * w0 ^ 2) ^ 2) := by
      linear_combination ((a + τ * w0 ^ 2) ^ 2
        + w0 ^ 2 * (τ * (a + τ * w0 ^ 2) + 1 + τ ^ 2 * w0 ^ 2)) * ha
    rw [h]
    positivity
  obtain ⟨y, ⟨h1, h2⟩, hy⟩ := intermediate_value_Ioo hab hc ⟨hlo, hhi⟩
  have hy' : τ * y ^ 3 - y ^ 2 - w0 ^ 2 = 0 := hy
  exact ⟨y, h1, h2, by linarith⟩
```

**Q:** And uniqueness?

**A:** The next theorem takes any `y` above 1/τ that solves the cubic. The identity `hfac` is the factorisation, and the product vanishes only if one of its factors does. The linear factor gives z = iy. For the quadratic, `hre` and `him` are the real and imaginary parts; `hu` is the product u(2τv + c) = 0, which forces `z.re` to be zero, and `hsum` sets a sum of three positive terms equal to zero, a contradiction. The converse direction inserts the cubic into the formula on the imaginary axis.

```lean
/-- Let `τ > 0`, `y > 1/τ` and `τ y³ = y² + w0²`. Then in the open upper half-plane the
denominator vanishes at `i y` and nowhere else. -/
theorem denom_eq_zero_iff {w0 τ y : ℝ} {z : ℂ} (hτ : 0 < τ) (h1 : 1 / τ < y)
    (hy : τ * y ^ 3 = y ^ 2 + w0 ^ 2) (hz : 0 < z.im) :
    denom w0 τ z = 0 ↔ z = I * y := by
  have hy0 : 0 < y := lt_trans (by positivity) h1
  have ha : 0 < τ * y - 1 := by
    have := (div_lt_iff₀ hτ).mp h1
    linarith
  have hyC : (τ : ℂ) * y ^ 3 = y ^ 2 + w0 ^ 2 := by exact_mod_cast hy
  constructor
  · intro h
    -- divide out the known zero
    have hfac : denom w0 τ z = (I * z + y) *
        (-(τ * z ^ 2) - I * (τ * y - 1) * z + y * (τ * y - 1)) := by
      unfold denom
      linear_combination ((τ : ℂ) * y - 1) * z ^ 2 * I_sq - hyC
    rw [hfac] at h
    rcases mul_eq_zero.mp h with h | h
    · linear_combination (-I) * h + z * I_sq
    · -- the remaining quadratic has no zero with positive imaginary part
      exfalso
      have hre := congrArg Complex.re h
      have him := congrArg Complex.im h
      simp only [pow_two, add_re, sub_re, neg_re, mul_re, add_im, sub_im, neg_im, mul_im,
        ofReal_re, ofReal_im, I_re, I_im, one_re, one_im, zero_re, zero_im] at hre him
      have hu : z.re * (2 * τ * z.im + (τ * y - 1)) = 0 := by
        linear_combination -him
      have hpos : 0 < 2 * τ * z.im + (τ * y - 1) := by positivity
      have hu0 : z.re = 0 := (mul_eq_zero.mp hu).resolve_right hpos.ne'
      rw [hu0] at hre
      have hsum : τ * z.im ^ 2 + (τ * y - 1) * z.im + y * (τ * y - 1) = 0 := by
        linear_combination hre
      have p1 := mul_pos ha hz
      have p2 := mul_pos hy0 ha
      have p3 : 0 < τ * z.im ^ 2 := by positivity
      linarith
  · intro h
    have h0 : w0 ^ 2 + y ^ 2 - τ * y ^ 3 = 0 := by linarith
    rw [h, denom_imag_axis, h0, ofReal_zero]
```

**Q:** Why does the divergence need uniqueness? Isn't D(iy) = 0 enough?

**A:** The proof needs |D| to tend to zero through positive values, written `𝓝[>] 0`, so that its inverse tends to infinity. Continuity gives the limit zero. For positivity, the upper half-plane is an open set around iy, and the previous theorem says that D has no other zero in it. That the zero is isolated would suffice, and uniqueness provides this directly.

```lean
/-- Let `τ > 0`, `y > 1/τ` and `τ y³ = y² + w0²`. Then the magnitude of the response
diverges as the frequency approaches `i y`. -/
theorem response_diverges {w0 τ y : ℝ} (hτ : 0 < τ) (h1 : 1 / τ < y)
    (hy : τ * y ^ 3 = y ^ 2 + w0 ^ 2) :
    Tendsto (fun z => ‖response w0 τ z‖) (𝓝[≠] (I * (y : ℂ))) atTop := by
  have hy0 : 0 < y := lt_trans (by positivity) h1
  have him : 0 < (I * (y : ℂ)).im := by simpa using hy0
  have h0 : denom w0 τ (I * y) = 0 := (denom_eq_zero_iff hτ h1 hy him).mpr rfl
  have hc : Continuous (fun z => ‖denom w0 τ z‖) := by
    unfold denom
    fun_prop
  -- the denominator tends to zero without vanishing nearby
  have ht : Tendsto (fun z => ‖denom w0 τ z‖) (𝓝[≠] (I * (y : ℂ))) (𝓝[>] 0) := by
    refine tendsto_nhdsWithin_iff.mpr ⟨?_, ?_⟩
    · have h := hc.tendsto (I * (y : ℂ))
      simp only [h0, norm_zero] at h
      exact h.mono_left nhdsWithin_le_nhds
    · have hU : {z : ℂ | 0 < z.im} ∈ 𝓝 (I * (y : ℂ)) :=
        (isOpen_lt continuous_const Complex.continuous_im).mem_nhds him
      filter_upwards [nhdsWithin_le_nhds hU, self_mem_nhdsWithin] with z hz hne
      exact norm_pos_iff.mpr (fun h => hne ((denom_eq_zero_iff hτ h1 hy hz).mp h))
  refine (tendsto_inv_nhdsGT_zero.comp ht).congr (fun z => ?_)
  simp [response]
```

**Q:** So the main theorem only assembles these?

**A:** Yes. It takes `y` from `exists_runaway_rate` and hands it to the other results.

```lean
/-- For `w0, τ > 0` the response has positive imaginary part at all real positive frequencies, yet
it has a pole `i y` in the upper half-plane, the only zero of the denominator there, with
`1/τ < y < 1/τ + τ w0²`. -/
theorem absorption_without_causality {w0 τ : ℝ} (hw : 0 < w0) (hτ : 0 < τ) :
    (∀ w : ℝ, 0 < w → 0 < (response w0 τ w).im) ∧
    ∃ y : ℝ, 1 / τ < y ∧ y < 1 / τ + τ * w0 ^ 2 ∧
      (∀ z : ℂ, 0 < z.im → (denom w0 τ z = 0 ↔ z = I * y)) ∧
      Tendsto (fun z => ‖response w0 τ z‖) (𝓝[≠] (I * (y : ℂ))) atTop := by
  obtain ⟨y, h1, h2, hy⟩ := exists_runaway_rate hw hτ
  exact ⟨fun w h => absorption_pos hτ h, y, h1, h2,
    fun z hz => denom_eq_zero_iff hτ h1 hy hz, response_diverges hτ h1 hy⟩
```

**Q:** One doubt remains. A zero of a formula at an imaginary frequency sounds like bookkeeping. Does the oscillator itself do anything there?

**A:** It runs away. The last theorem says that exp(yt) satisfies the unforced equation exactly when D(iy) = 0, for any real `w0`, `τ` and `y`. Applied to the `y` of the main theorem, it gives a free motion that grows by more than a factor e in each time τ.

In the proof, `hd` records that a derivative brings down one factor of y, and `e2` and `e3` are the second and third derivatives. From left to right, the equation of motion is evaluated at t = 0, where the exponential is 1, and this leaves y² + w0² = τy³. From right to left, that relation is multiplied by exp(yt), which gives the equation of motion at every time.

```lean
/-- The exponential `exp (y t)` is a free motion of the oscillator exactly when the
denominator vanishes at the imaginary frequency `i y`. -/
theorem freeMotion_exp_iff (w0 τ y : ℝ) :
    FreeMotion w0 τ (fun t => Real.exp (y * t)) ↔ denom w0 τ (I * y) = 0 := by
  -- each time derivative brings down one factor of y
  have hd : ∀ c : ℝ, deriv (fun s : ℝ => c * Real.exp (y * s))
      = fun s => c * y * Real.exp (y * s) := by
    intro c
    funext s
    have h := (((hasDerivAt_id' s).const_mul y).exp).const_mul c
    exact h.deriv.trans (by ring)
  have e1 := hd 1
  simp only [one_mul] at e1
  have e2 : deriv (deriv (fun s : ℝ => Real.exp (y * s)))
      = fun s => y * y * Real.exp (y * s) := by rw [e1, hd]
  have e3 : deriv (deriv (deriv (fun s : ℝ => Real.exp (y * s))))
      = fun s => y * y * y * Real.exp (y * s) := by rw [e2, hd]
  rw [denom_imag_axis, ofReal_eq_zero]
  unfold FreeMotion
  rw [e3, e2]
  constructor
  · rintro ⟨_, h⟩
    have h0 := h 0
    simp only [mul_zero, Real.exp_zero, mul_one] at h0
    linear_combination h0
  · intro h
    refine ⟨by fun_prop, fun t => ?_⟩
    show y * y * Real.exp (y * t) + w0 ^ 2 * Real.exp (y * t)
      = τ * (y * y * y * Real.exp (y * t))
    linear_combination Real.exp (y * t) * h

end AbrahamLorentz
```

```lean
#print axioms AbrahamLorentz.absorption_without_causality
#print axioms AbrahamLorentz.freeMotion_exp_iff
```

```
'AbrahamLorentz.absorption_without_causality' depends on axioms: [propext, Classical.choice, Quot.sound]
'AbrahamLorentz.freeMotion_exp_iff' depends on axioms: [propext, Classical.choice, Quot.sound]
```
